# Hidden isotropy of a spin-1/2 pair with Dzyaloshinskii–Moriya exchange

Two magnetic ions with spin 1/2, coupled by isotropic exchange $J\,\mathbf S_1\cdot\mathbf S_2$, have a singlet and a threefold degenerate triplet. Spin–orbit coupling can add an antisymmetric term $D\,(\mathbf S_1\times\mathbf S_2)_z$ and a symmetric term $K\,S_1^zS_2^z$. The question is for which real $J,D,K$ the pair still has the levels of an isotropic dimer. The model is an isolated pair with its Dzyaloshinskii–Moriya vector along $z$, no field, and $\hbar=1$.

## Operators

States live in $\mathbb C^2\otimes\mathbb C^2$. A Lean index $(i,j)$ gives spin 1 first, with $0=\uparrow$ and $1=\downarrow$, and `⊗ₖ` is the Kronecker product.

```lean
import Mathlib

open Matrix Complex
open scoped Kronecker

namespace HiddenIsotropyDM

noncomputable section

/-- Operators on two spins 1/2; index 0 is up, index 1 is down. -/
abbrev Op := Matrix (Fin 2 × Fin 2) (Fin 2 × Fin 2) ℂ
```

The matrices $s^x,s^y,s^z$ are half the Pauli matrices.

```lean
/-- Spin-1/2 operator `Sx`. -/
def sx : Matrix (Fin 2) (Fin 2) ℂ := !![0, 1 / 2; 1 / 2, 0]

/-- Spin-1/2 operator `Sy`. -/
def sy : Matrix (Fin 2) (Fin 2) ℂ := !![0, -I / 2; I / 2, 0]

/-- Spin-1/2 operator `Sz`. -/
def sz : Matrix (Fin 2) (Fin 2) ℂ := !![1 / 2, 0; 0, -1 / 2]
```

They build the three couplings and $H(J,D,K)=J\,\mathbf S_1\cdot\mathbf S_2+D(S_1^xS_2^y-S_1^yS_2^x)+K\,S_1^zS_2^z$.

```lean
/-- Isotropic exchange `S1 · S2`. -/
def heis : Op := sx ⊗ₖ sx + sy ⊗ₖ sy + sz ⊗ₖ sz

/-- Antisymmetric exchange `(S1 × S2)_z = S1x S2y - S1y S2x`. -/
def dmz : Op := sx ⊗ₖ sy - sy ⊗ₖ sx

/-- Ising coupling `S1z S2z`. -/
def ising : Op := sz ⊗ₖ sz

/-- The Hamiltonian `J S1·S2 + D (S1 × S2)_z + K S1z S2z`. -/
def ham (J D K : ℝ) : Op := J • heis + D • dmz + K • ising
```

Put $W=\sqrt{J^2+D^2}$ and $\varphi=\arg(J+iD)$.

```lean
/-- The effective exchange `W = √(J² + D²)`. -/
def W (J D : ℝ) : ℝ := Real.sqrt (J ^ 2 + D ^ 2)

/-- The angle `φ`, the argument of `J + iD`. -/
def cant (J D : ℝ) : ℝ := Complex.arg ⟨J, D⟩
```

On $|\uparrow\uparrow\rangle$ and $|\downarrow\downarrow\rangle$, $H$ acts as $(J+K)/4$. On $|\uparrow\downarrow\rangle,|\downarrow\uparrow\rangle$ it is the block
$$\begin{pmatrix}-\frac{J+K}{4}&\frac{J+iD}{2}\\ \frac{J-iD}{2}&-\frac{J+K}{4}\end{pmatrix},$$
with eigenvalues $-(J+K)/4\pm W/2$. For $K=0$, $J>0$, $D\neq0$ the levels are $J/4,\ J/4,\ -J/4\pm W/2$, and $W>J$ lifts one triplet level above the other two. Level lists and multiplicities in this text are read off the matrix on paper, and no theorem below states a characteristic polynomial.

## Rotating one spin

For an angle $\theta$ let $R(\theta)=\mathrm{diag}(e^{-i\theta/2},e^{i\theta/2})$ and $U(\theta)=1\otimes R(\theta)$.

```lean
/-- Rotation of one spin by `θ` about z: `diag (e^{-iθ/2}, e^{iθ/2})`. -/
def rotZ (θ : ℝ) : Matrix (Fin 2) (Fin 2) ℂ :=
  !![(Real.cos (θ / 2) : ℂ) - I * (Real.sin (θ / 2) : ℂ), 0;
     0, (Real.cos (θ / 2) : ℂ) + I * (Real.sin (θ / 2) : ℂ)]

/-- Rotation of the second spin only, by `θ` about z. -/
def rot2 (θ : ℝ) : Op := (1 : Matrix (Fin 2) (Fin 2) ℂ) ⊗ₖ rotZ θ
```

Conjugation by $R$ keeps diagonal entries and multiplies the $(0,1)$ entry by $e^{-i\theta}$. Hence
$$Rs^xR^\dagger=\cos\theta\,s^x+\sin\theta\,s^y,\quad Rs^yR^\dagger=-\sin\theta\,s^x+\cos\theta\,s^y,\quad Rs^zR^\dagger=s^z,$$
and $RR^\dagger=1$. The proof writes $\cos\theta,\sin\theta$ through $c=\cos\frac\theta2$, $s=\sin\frac\theta2$ and compares entries using $c^2+s^2=1$.

```lean
/-- `rotZ θ` turns `(Sx, Sy)` by the angle `θ`, leaves `Sz` fixed, and obeys `R R† = 1`. -/
theorem rotZ_action (θ : ℝ) :
    rotZ θ * sx * (rotZ θ)ᴴ = Real.cos θ • sx + Real.sin θ • sy ∧
    rotZ θ * sy * (rotZ θ)ᴴ = (-Real.sin θ) • sx + Real.cos θ • sy ∧
    rotZ θ * sz * (rotZ θ)ᴴ = sz ∧ rotZ θ * (rotZ θ)ᴴ = 1 := by
  -- half-angle formulas
  have e : 2 * (θ / 2) = θ := by ring
  have h1 : Real.cos θ = Real.cos (θ / 2) * Real.cos (θ / 2)
      - Real.sin (θ / 2) * Real.sin (θ / 2) := by
    have := Real.cos_two_mul' (θ / 2)
    rw [e] at this
    linear_combination this
  have h2 : Real.sin θ = 2 * Real.sin (θ / 2) * Real.cos (θ / 2) := by
    have := Real.sin_two_mul (θ / 2)
    rwa [e] at this
  have h3 := Real.cos_sq_add_sin_sq (θ / 2)
  rw [h1, h2]
  unfold rotZ
  revert h3
  generalize Real.cos (θ / 2) = c
  generalize Real.sin (θ / 2) = s
  intro h3
  refine ⟨?_, ?_, ?_, ?_⟩ <;> ext i j <;> fin_cases i <;> fin_cases j <;>
    apply Complex.ext <;>
    simp [sx, sy, sz, Matrix.mul_apply, Fin.sum_univ_two, conjTranspose_apply] <;>
    first | ring1 | linarith
```

The mixed-product rule gives $U(a\otimes b)U^\dagger=a\otimes RbR^\dagger$ for $2\times2$ matrices $a,b$, and $a=b=1$ gives unitarity.

```lean
/-- Conjugation by `rot2 θ` acts only on the second factor of a product operator. -/
theorem rot2_conj (θ : ℝ) (a b : Matrix (Fin 2) (Fin 2) ℂ) :
    rot2 θ * (a ⊗ₖ b) * (rot2 θ)ᴴ = a ⊗ₖ (rotZ θ * b * (rotZ θ)ᴴ) := by
  have h : ∀ x y : Matrix (Fin 2) (Fin 2) ℂ, (x ⊗ₖ y)ᴴ = xᴴ ⊗ₖ yᴴ := by
    intro x y
    ext ⟨i, k⟩ ⟨j, l⟩
    simp [conjTranspose_apply, kroneckerMap_apply]
  rw [rot2, h, ← mul_kronecker_mul, ← mul_kronecker_mul, conjTranspose_one, one_mul, mul_one]

/-- The rotation of the second spin is unitary. -/
theorem rot2_unitary (θ : ℝ) : rot2 θ ∈ Matrix.unitaryGroup (Fin 2 × Fin 2) ℂ := by
  have h := rot2_conj θ 1 1
  rw [mul_one, (rotZ_action θ).2.2.2, one_kronecker_one, mul_one] at h
  exact mem_unitaryGroup_iff.mpr h
```

With $P$ the swap of the two spins, $\mathbf S_1\cdot\mathbf S_2=\frac12P-\frac14$ and $P^2=1$, so $(\mathbf S_1\cdot\mathbf S_2)^2=\frac5{16}-\frac14P=\frac3{16}-\frac12\mathbf S_1\cdot\mathbf S_2$. Lean checks the sixteen entries directly.

```lean
/-- `(S1·S2)² = 3/16 - (1/2) S1·S2` for two spins 1/2. -/
theorem heis_sq : heis * heis = (3 / 16 : ℝ) • (1 : Op) - (1 / 2 : ℝ) • heis := by
  ext ⟨i, j⟩ ⟨k, l⟩
  fin_cases i <;> fin_cases j <;> fin_cases k <;> fin_cases l <;> apply Complex.ext <;>
    simp [heis, sx, sy, sz, Matrix.mul_apply, Fintype.sum_prod_type, Fin.sum_univ_two] <;>
    ring1
```

## The antisymmetric term as a rotation

The rotation rules give
$$U(S_1^xS_2^x+S_1^yS_2^y)U^\dagger=\cos\theta\,(S_1^xS_2^x+S_1^yS_2^y)+\sin\theta\,(\mathbf S_1\times\mathbf S_2)_z ,$$
while $S_1^zS_2^z$ is unchanged. If a real $w$ obeys $w\cos\theta=J$ (`hJ`) and $w\sin\theta=D$ (`hD`), multiplying by $w$ and adding $(J+K)S_1^zS_2^z$ yields
$$H(J,D,K)=U\big[w\,\mathbf S_1\cdot\mathbf S_2+(J+K-w)S_1^zS_2^z\big]U^\dagger .$$
The `simp only` line performs the rotation and `module` collects coefficients. Without `hD` the identity fails: for $\theta=0$, $w=J=D=1$ the $(\uparrow\downarrow,\downarrow\uparrow)$ entry is $(1+i)/2$ on the left and $1/2$ on the right.

```lean
/-- If `w cos θ = J` and `w sin θ = D`, the Hamiltonian is the rotation by `θ` of spin 2
applied to `w S1·S2 + (J + K - w) S1z S2z`. -/
theorem ham_eq_rotated_xxz (J D K w θ : ℝ) (hJ : w * Real.cos θ = J)
    (hD : w * Real.sin θ = D) :
    ham J D K = rot2 θ * (w • heis + (J + K - w) • ising) * (rot2 θ)ᴴ := by
  subst hJ hD
  obtain ⟨hx, hy, hz, -⟩ := rotZ_action θ
  simp only [ham, heis, dmz, ising, mul_add, add_mul, mul_smul_comm, smul_mul_assoc, smul_add,
    rot2_conj, hx, hy, hz, kronecker_add, kronecker_smul]
  module
```

The pair $(w,\theta)=(W,\varphi)$ qualifies, being the polar form of $J+iD$.

```lean
/-- `W` and the angle `φ = arg (J + iD)` are polar coordinates of `(J, D)`. -/
theorem cant_polar (J D : ℝ) :
    W J D * Real.cos (cant J D) = J ∧ W J D * Real.sin (cant J D) = D := by
  have h : ‖(⟨J, D⟩ : ℂ)‖ = W J D := by
    rw [← Real.sqrt_sq (norm_nonneg (⟨J, D⟩ : ℂ)), Complex.sq_norm, Complex.normSq_mk, W]
    congr 1
    ring
  rw [← h]
  exact ⟨Complex.norm_mul_cos_arg _, Complex.norm_mul_sin_arg _⟩
```

For $K=W-J$ the Ising coefficient $J+K-W$ vanishes, so $H(J,D,W-J)=U(\varphi)\,W\,\mathbf S_1\cdot\mathbf S_2\,U(\varphi)^\dagger$. This holds for all real $J,D$, with no sign condition.

```lean
/-- Adding `(W - J) S1z S2z` to `J S1·S2 + D (S1 × S2)_z` gives `W S1·S2` conjugated by the
rotation of spin 2 about z by the angle `φ = arg (J + iD)`. -/
theorem hidden_isotropy (J D : ℝ) :
    ham J D (W J D - J) = rot2 (cant J D) * (W J D • heis) * (rot2 (cant J D))ᴴ := by
  have h := ham_eq_rotated_xxz J D (W J D - J) (W J D) (cant J D)
    (cant_polar J D).1 (cant_polar J D).2
  have e : J + (W J D - J) - W J D = 0 := by ring
  rwa [e, zero_smul, add_zero] at h
```

If $Pv=v$ then $W\,\mathbf S_1\cdot\mathbf S_2\,v=\frac W4v$, and if $Pv=-v$ the factor is $-\frac{3W}4$. Since $U^\dagger U=1$, the vector $U(\varphi)v$ satisfies the same equation for $H(J,D,W-J)$; this is the step `key`. The theorem takes any `v` with `v (i, j) = v (j, i)` or `v (i, j) = -v (j, i)`, unnormalised. Up to phases, an orthonormal basis of such rotated states is $|\uparrow\uparrow\rangle$, $|\downarrow\downarrow\rangle$ and $(e^{i\varphi/2}|\uparrow\downarrow\rangle\pm e^{-i\varphi/2}|\downarrow\uparrow\rangle)/\sqrt2$, the lower sign being the rotated singlet.

```lean
/-- With `K = W - J`, the Hamiltonian multiplies every rotated exchange-symmetric (triplet)
state by `W/4` and every rotated antisymmetric (singlet) state by `-3W/4`. -/
theorem restored_levels (J D : ℝ) (v : Fin 2 × Fin 2 → ℂ) :
    ((∀ i j, v (i, j) = v (j, i)) → ham J D (W J D - J) *ᵥ (rot2 (cant J D) *ᵥ v)
        = (W J D / 4) • (rot2 (cant J D) *ᵥ v)) ∧
    ((∀ i j, v (i, j) = -v (j, i)) → ham J D (W J D - J) *ᵥ (rot2 (cant J D) *ᵥ v)
        = (-3 * W J D / 4) • (rot2 (cant J D) *ᵥ v)) := by
  have h1 : (rot2 (cant J D))ᴴ * rot2 (cant J D) = 1 :=
    mem_unitaryGroup_iff'.mp (rot2_unitary _)
  -- eigenvectors of `W S1·S2` are carried over by the rotation
  have key : ∀ E : ℝ, (W J D • heis) *ᵥ v = E • v →
      ham J D (W J D - J) *ᵥ (rot2 (cant J D) *ᵥ v) = E • (rot2 (cant J D) *ᵥ v) := by
    intro E hE
    rw [hidden_isotropy, mulVec_mulVec, mul_assoc, h1, mul_one, ← mulVec_mulVec, hE,
      mulVec_smul]
  constructor
  · intro hv
    apply key
    have h01 := hv 0 1
    ext ⟨i, j⟩
    fin_cases i <;> fin_cases j <;> apply Complex.ext <;>
      simp [heis, sx, sy, sz, mulVec, dotProduct, Fintype.sum_prod_type, Fin.sum_univ_two,
        h01, -mul_eq_mul_right_iff, -mul_eq_mul_left_iff, -mul_eq_zero] <;>
      ring1
  · intro hv
    apply key
    have h01 := hv 0 1
    have h00 : v (0, 0) = 0 := by linear_combination (hv 0 0) / 2
    have h11 : v (1, 1) = 0 := by linear_combination (hv 1 1) / 2
    ext ⟨i, j⟩
    fin_cases i <;> fin_cases j <;> apply Complex.ext <;>
      simp [heis, sx, sy, sz, mulVec, dotProduct, Fintype.sum_prod_type, Fin.sum_univ_two,
        h01, h00, h11] <;> ring1
```

For $J=3$, $D=4$ one has $W=5$ and $e^{i\varphi/2}=(2+i)/\sqrt5$. The bare levels are $\frac34,\frac34,\frac74,-\frac{13}4$. With $K=2$ the block has diagonal $-\frac54$, and on $((2+i),(2-i))/\sqrt{10}$ the first row gives $-\frac54(2+i)+\frac{3+4i}2(2-i)=\frac54(2+i)$, up to the common $1/\sqrt{10}$. The levels become $\frac54,\frac54,\frac54,-\frac{15}4$.

## Exactly when the pair is isotropic

The next theorem allows any unitary $V$ on the four-dimensional space, not only a spin rotation, and any real $j$. It states that $H=V\,j\,\mathbf S_1\cdot\mathbf S_2\,V^\dagger$ for some $V,j$ if and only if $(J+K)^2=J^2+D^2$.

Suppose such $V,j$ exist. Conjugating the quadratic identity gives $H^2=\frac{3j^2}{16}-\frac j2H$, which is `q`. Its $(\uparrow\uparrow,\uparrow\uparrow)$, $(\uparrow\downarrow,\uparrow\downarrow)$ and $(\uparrow\downarrow,\downarrow\uparrow)$ entries read
$$(J+K)^2=3j^2-2j(J+K),$$
$$(J+K)^2+4W^2=3j^2+2j(J+K),$$
$$(J+iD)\,\big(j-(J+K)\big)=0 .$$
These are `f1`, `f2` and, split into real and imaginary parts, `f3` and `f4`. The first two subtract to $W^2=j(J+K)$. If $j=J+K$ this is the claim. Otherwise $J=D=0$ and $jK=0$, so either $K=0$ or $j=0$, where the first equation forces $K^2=0$; the claim then reads $0=0$.

Conversely, the condition means $J+K=\pm W$. Taking $w=J+K$ with $\theta=\varphi$ for the upper sign, or $\theta=\varphi+\pi$ for the lower, removes the Ising coefficient, so $V=U(\theta)$ and $j=J+K$ serve. In the example the lower sign is $K=-8$, a ferromagnetic $j=-5$.

```lean
/-- The Hamiltonian is unitarily equivalent to some isotropic exchange `j S1·S2` exactly when
`(J + K)² = J² + D²`. -/
theorem isotropic_iff (J D K : ℝ) :
    (∃ V ∈ Matrix.unitaryGroup (Fin 2 × Fin 2) ℂ, ∃ j : ℝ, ham J D K = V * (j • heis) * Vᴴ)
      ↔ (J + K) ^ 2 = J ^ 2 + D ^ 2 := by
  constructor
  · rintro ⟨V, hV, j, hH⟩
    have h1 : Vᴴ * V = 1 := mem_unitaryGroup_iff'.mp hV
    have h2 : V * Vᴴ = 1 := mem_unitaryGroup_iff.mp hV
    -- the quadratic identity of `j S1·S2` survives conjugation
    have hA : (j • heis) * (j • heis)
        = (3 * j ^ 2 / 16) • (1 : Op) - (j / 2) • (j • heis) := by
      simp only [smul_mul_assoc, mul_smul_comm, heis_sq]
      module
    have q : ham J D K * ham J D K = (3 * j ^ 2 / 16) • (1 : Op) - (j / 2) • ham J D K := by
      have a : V * (j • heis) * Vᴴ * (V * (j • heis) * Vᴴ)
          = V * ((j • heis) * (Vᴴ * V) * (j • heis)) * Vᴴ := by simp only [mul_assoc]
      rw [hH, a, h1, mul_one, hA]
      simp only [mul_sub, sub_mul, mul_smul_comm, smul_mul_assoc, mul_one, h2]
    -- read off matrix elements
    have e1 := congrArg Complex.re (congrFun (congrFun q (0, 0)) (0, 0))
    have e2 := congrArg Complex.re (congrFun (congrFun q (0, 1)) (0, 1))
    have e3 := congrArg Complex.re (congrFun (congrFun q (0, 1)) (1, 0))
    have e4 := congrArg Complex.im (congrFun (congrFun q (0, 1)) (1, 0))
    simp [ham, heis, dmz, ising, sx, sy, sz, Matrix.mul_apply, Fintype.sum_prod_type,
      Fin.sum_univ_two, pow_two] at e1 e2 e3 e4
    have f1 : (J + K) ^ 2 = 3 * j ^ 2 - 2 * j * (J + K) := by
      linear_combination 16 * e1
    have f2 : (J + K) ^ 2 + 4 * (J ^ 2 + D ^ 2) = 3 * j ^ 2 + 2 * j * (J + K) := by
      linear_combination 16 * e2
    have f3 : J * (j - (J + K)) = 0 := by linear_combination 4 * e3
    have f4 : D * (j - (J + K)) = 0 := by linear_combination 4 * e4
    by_cases hj : j - (J + K) = 0
    · linear_combination (f1 - f2) / 4 - (J + K) * hj
    · have hJ : J = 0 := (mul_eq_zero.mp f3).resolve_right hj
      have hD : D = 0 := (mul_eq_zero.mp f4).resolve_right hj
      subst hJ hD
      have hjK : j * K = 0 := by linear_combination (f1 - f2) / 4
      rcases mul_eq_zero.mp hjK with h | h
      · subst h
        linear_combination f1
      · subst h
        ring
  · intro h
    have hW : W J D ^ 2 = J ^ 2 + D ^ 2 := Real.sq_sqrt (by positivity)
    obtain ⟨hc, hs⟩ := cant_polar J D
    have hm : (J + K - W J D) * (J + K + W J D) = 0 := by linear_combination h - hW
    rcases mul_eq_zero.mp hm with hw | hw
    · have t := ham_eq_rotated_xxz J D K (J + K) (cant J D)
        (by linear_combination hc + Real.cos (cant J D) * hw)
        (by linear_combination hs + Real.sin (cant J D) * hw)
      rw [sub_self, zero_smul, add_zero] at t
      exact ⟨_, rot2_unitary _, J + K, t⟩
    · -- for `J + K = -W` rotate by a further half turn
      have t := ham_eq_rotated_xxz J D K (J + K) (cant J D + Real.pi)
        (by rw [Real.cos_add_pi]; linear_combination hc - Real.cos (cant J D) * hw)
        (by rw [Real.sin_add_pi]; linear_combination hs - Real.sin (cant J D) * hw)
      rw [sub_self, zero_smul, add_zero] at t
      exact ⟨_, rot2_unitary _, J + K, t⟩
```

For $K=0$ the condition is $J^2=J^2+D^2$, so for $D\neq0$ the bare Hamiltonian is not unitarily equivalent to any isotropic exchange. This is the form in which the split triplet is established; the theorem does not give the size of the splitting. At $D=0$ the conclusion fails, since $V=1$ and $j=J$ reproduce $H(J,0,0)$.

For an isolated spin-1/2 pair in zero field with these three couplings, an unsplit triplet therefore does not exclude antisymmetric exchange, because $K=W-J$ gives the levels of an isotropic dimer with exchange $W$.

```lean
/-- For `D ≠ 0` the bare Hamiltonian `J S1·S2 + D (S1 × S2)_z` is not unitarily equivalent to
any isotropic exchange `j S1·S2`. -/
theorem bare_dm_not_isotropic (J D : ℝ) (hD : D ≠ 0) :
    ¬ ∃ V ∈ Matrix.unitaryGroup (Fin 2 × Fin 2) ℂ, ∃ j : ℝ,
      ham J D 0 = V * (j • heis) * Vᴴ := by
  rw [isotropic_iff]
  intro h
  have h2 : D * D = 0 := by linear_combination -h
  exact hD (mul_self_eq_zero.mp h2)

end

end HiddenIsotropyDM
```

```lean
#print axioms HiddenIsotropyDM.hidden_isotropy
#print axioms HiddenIsotropyDM.restored_levels
#print axioms HiddenIsotropyDM.bare_dm_not_isotropic
```

```
'HiddenIsotropyDM.hidden_isotropy' depends on axioms: [propext, Classical.choice, Quot.sound]
'HiddenIsotropyDM.restored_levels' depends on axioms: [propext, Classical.choice, Quot.sound]
'HiddenIsotropyDM.bare_dm_not_isotropic' depends on axioms: [propext, Classical.choice, Quot.sound]
```
